# The Wronskian identity for shooting solutions on \([0,R]\)

**Q.** I shoot outward from \(u(0)=0\) at a trial energy \(E\) and match the logarithmic derivative \(L_u=u'(R)/u(R)\) at a radius \(R\). With nothing linking two energies, a mismatch gives me no direction in which to move \(E\), and two nearby energies might return the same \(L\). What rules that out?

**A.** For solutions with no node in \((0,R]\), the identity derived here does. It concerns one particle in one real dimension, with \(\hbar=m=1\). Let \(u\) and \(v\) solve
\[ -\tfrac12u''+Vu=Eu,\qquad -\tfrac12v''+Vv=E'v \]
in the same potential \(V\), and set \(W=uv'-u'v\). The product rule gives
\[ W'=u'v'+uv''-u''v-u'v'=uv''-u''v . \]
Insert \(u''=2(V-E)u\) and \(v''=2(V-E')v\):
\[ W'=2(V-E')uv-2(V-E)uv=2(E-E')\,uv . \]
Integrating from \(a\) to \(b\) gives \(2(E-E')\int_a^b uv\,dx=W(b)-W(a)\). For \(a=0\), \(b=R\) and \(u(0)=v(0)=0\), \(W(0)\) vanishes, so
\[ 2(E-E')\int_0^R uv\,dx=u(R)v'(R)-u'(R)v(R). \]

**Q.** Must \(V\) be smooth? That would exclude \(-1/x\).

**A.** No. The definition of a solution sets no separate condition on \(V\), which may be singular at an end point, as \(-1/x\) is at \(0\). It does ask for the equation at every interior point, so a jump of \(V\) inside the interval, as in a finite square well, is excluded if \(u\neq0\) at the jump.

```lean
import Mathlib

open Set MeasureTheory

namespace ShootingWronskian

noncomputable section

/-- `u`, with slope `u'`, solves `-u''/2 + V u = E u` inside `(a, b)`, and both `u` and `u'`
are continuous on `[a, b]`. -/
structure SolvesOn (V : ℝ → ℝ) (E a b : ℝ) (u u' : ℝ → ℝ) : Prop where
  cont : ContinuousOn u (Icc a b)
  contSlope : ContinuousOn u' (Icc a b)
  hasDeriv : ∀ x ∈ Ioo a b, HasDerivAt u (u' x) x
  eqn : ∀ x ∈ Ioo a b, ∃ u'' : ℝ, HasDerivAt u' u'' x ∧ -u'' / 2 + V x * u x = E * u x
```

The slope `u'` is a second function. Both are continuous on the closed interval `Icc a b`. On the open interval `Ioo a b`, `hasDeriv` makes `u'` the derivative of `u`, and `eqn` supplies a number `u''`, the derivative of `u'`, that satisfies the equation. \(V\) is evaluated only at interior points. A finite limit of the slope at each end is assumed, not derived. \(W\) and \(L\) are defined as by hand.

```lean
/-- The Wronskian `u v' - u' v` of two wave functions with slopes `u'` and `v'`. -/
def wronskian (u u' v v' : ℝ → ℝ) (x : ℝ) : ℝ := u x * v' x - u' x * v x

/-- The logarithmic derivative `u'/u` of a wave function `u` with slope `u'`. -/
def logarithmicDerivative (u u' : ℝ → ℝ) (x : ℝ) : ℝ := u' x / u x
```

**Q.** Where does \(V\) cancel?

**A.** In the first theorem, `p` and `q` are \(u''(x)\) and \(v''(x)\), and `h` is the product rule. The `linear_combination` takes \(2v\) times the equation for \(u\) minus \(2u\) times the equation for \(v\), and the terms \(2Vuv\) cancel.

```lean
variable {V u u' v v' : ℝ → ℝ} {E E' a b R : ℝ}

/-- For two solutions in the same potential at energies `E` and `E'`, the Wronskian has
derivative `2 (E - E') u v` inside the interval. -/
theorem wronskian_hasDerivAt (hu : SolvesOn V E a b u u') (hv : SolvesOn V E' a b v v')
    {x : ℝ} (hx : x ∈ Ioo a b) :
    HasDerivAt (wronskian u u' v v') (2 * (E - E') * (u x * v x)) x := by
  obtain ⟨p, hp, ep⟩ := hu.eqn x hx
  obtain ⟨q, hq, eq'⟩ := hv.eqn x hx
  have h : HasDerivAt (fun y => u y * v' y - u' y * v y)
      (u' x * v' x + u x * q - (p * v x + u' x * v' x)) x :=
    ((hu.hasDeriv x hx).fun_mul hq).fun_sub (hp.fun_mul (hv.hasDeriv x hx))
  -- the slope products cancel, and the potential drops out of u v'' - u'' v
  have e : u' x * v' x + u x * q - (p * v x + u' x * v' x) = 2 * (E - E') * (u x * v x) := by
    linear_combination 2 * v x * ep - 2 * u x * eq'
  exact h.congr_deriv e
```

The product \(uv\) is continuous on \([a,b]\), hence integrable.

```lean
/-- The product of two solutions is integrable over `[a, b]`. -/
theorem overlap_integrable (hab : a ≤ b) (hu : SolvesOn V E a b u u')
    (hv : SolvesOn V E' a b v v') :
    IntervalIntegrable (fun x => u x * v x) volume a b := by
  apply ContinuousOn.intervalIntegrable
  rw [uIcc_of_le hab]
  exact hu.cont.mul hv.cont
```

The fundamental theorem of calculus needs \(W\) continuous on \([a,b]\) (`hcont`), its derivative at interior points, and that derivative integrable (`hint`). The constant is then pulled out of the integral.

```lean
/-- For two solutions on `[a, b]`, `2 (E - E')` times the overlap integral equals the change
of the Wronskian from `a` to `b`. -/
theorem wronskian_identity (hab : a ≤ b) (hu : SolvesOn V E a b u u')
    (hv : SolvesOn V E' a b v v') :
    2 * (E - E') * (∫ x in a..b, u x * v x)
      = wronskian u u' v v' b - wronskian u u' v v' a := by
  have hcont : ContinuousOn (wronskian u u' v v') (Icc a b) :=
    (hu.cont.mul hv.contSlope).sub (hu.contSlope.mul hv.cont)
  have hint : IntervalIntegrable (fun x => 2 * (E - E') * (u x * v x)) volume a b :=
    (overlap_integrable hab hu hv).const_mul (2 * (E - E'))
  -- fundamental theorem of calculus applied to the Wronskian
  have h : (∫ x in a..b, 2 * (E - E') * (u x * v x))
      = wronskian u u' v v' b - wronskian u u' v v' a :=
    intervalIntegral.integral_eq_sub_of_hasDeriv_right_of_le hab hcont
      (fun x hx => (wronskian_hasDerivAt hu hv hx).hasDerivWithinAt) hint
  rw [intervalIntegral.integral_const_mul] at h
  exact h
```

With `hu0` and `hv0` both terms of \(W(0)\) drop, leaving the identity for every \(R\ge0\); at \(R=0\) both sides are zero.

```lean
/-- For two solutions on `[0, R]` that vanish at the origin, `2 (E - E')` times the integral
of `u v` over `[0, R]` equals `u(R) v'(R) - u'(R) v(R)`. -/
theorem shooting_identity (hR : 0 ≤ R) (hu : SolvesOn V E 0 R u u')
    (hv : SolvesOn V E' 0 R v v') (hu0 : u 0 = 0) (hv0 : v 0 = 0) :
    2 * (E - E') * (∫ x in (0 : ℝ)..R, u x * v x) = u R * v' R - u' R * v R := by
  have h := wronskian_identity hR hu hv
  simp only [wronskian] at h
  -- the Wronskian vanishes at the origin
  linear_combination h - v' 0 * hu0 + u' 0 * hv0
```

**Q.** I would simply have said "twice differentiable".

**A.** That version follows. If `u` and `deriv u` are differentiable on the whole line and the equation holds everywhere, both are continuous, so `SolvesOn` holds with slope `deriv u`, and likewise for `v`. This version is narrower: at \(x=0\) the equation with \(u(0)=0\) forces \(u''(0)=0\), which excludes the hydrogen functions below, whose second derivative at \(0\) is \(-2\).

```lean
/-- The same identity for functions that are twice differentiable on the whole line, solve
the equation everywhere and vanish at the origin. -/
theorem shooting_identity_on_line (hR : 0 ≤ R)
    (hu : Differentiable ℝ u) (hu' : Differentiable ℝ (deriv u))
    (hv : Differentiable ℝ v) (hv' : Differentiable ℝ (deriv v))
    (eu : ∀ x, -deriv (deriv u) x / 2 + V x * u x = E * u x)
    (ev : ∀ x, -deriv (deriv v) x / 2 + V x * v x = E' * v x)
    (hu0 : u 0 = 0) (hv0 : v 0 = 0) :
    2 * (E - E') * (∫ x in (0 : ℝ)..R, u x * v x) = u R * deriv v R - deriv u R * v R := by
  have su : SolvesOn V E 0 R u (deriv u) :=
    ⟨hu.continuous.continuousOn, hu'.continuous.continuousOn,
      fun x _ => (hu x).hasDerivAt, fun x _ => ⟨_, (hu' x).hasDerivAt, eu x⟩⟩
  have sv : SolvesOn V E' 0 R v (deriv v) :=
    ⟨hv.continuous.continuousOn, hv'.continuous.continuousOn,
      fun x _ => (hv x).hasDerivAt, fun x _ => ⟨_, (hv' x).hasDerivAt, ev x⟩⟩
  exact shooting_identity hR su sv hu0 hv0
```

**Q.** And the direction in which to move \(E\)?

**A.** If \(u(R)\) and \(v(R)\) are nonzero, factor them out of the right-hand side, with \(L_v=v'(R)/v(R)\):
\[ u(R)v(R)\,(L_v-L_u)=2(E-E')\int_0^R uv\,dx . \]
The steps `h1` and `h2` are \(u(R)L_u=u'(R)\) and \(v(R)L_v=v'(R)\).

```lean
/-- If neither solution vanishes at `R`, then `u(R) v(R)` times the difference of the
logarithmic derivatives at `R` equals `2 (E - E')` times the overlap integral. -/
theorem logarithmicDerivative_identity (hR : 0 ≤ R) (hu : SolvesOn V E 0 R u u')
    (hv : SolvesOn V E' 0 R v v') (hu0 : u 0 = 0) (hv0 : v 0 = 0)
    (huR : u R ≠ 0) (hvR : v R ≠ 0) :
    u R * v R * (logarithmicDerivative v v' R - logarithmicDerivative u u' R)
      = 2 * (E - E') * (∫ x in (0 : ℝ)..R, u x * v x) := by
  rw [shooting_identity hR hu hv hu0 hv0]
  have h1 : u R * (u' R / u R) = u' R := by field_simp
  have h2 : v R * (v' R / v R) = v' R := by field_simp
  simp only [logarithmicDerivative]
  linear_combination u R * h2 - v R * h1
```

Now take \(R>0\), both solutions positive on \((0,R]\), and \(E'<E\). The overlap is positive (`hI`), so the right side is positive; since \(u(R)v(R)>0\), this gives \(L_u<L_v\), which the last two lines obtain by contradiction.

```lean
/-- Of two solutions that vanish at the origin and are positive on `(0, R]`, the one with the
higher energy has the strictly smaller logarithmic derivative at `R`. -/
theorem logarithmicDerivative_lt_of_energy_gt (hR : 0 < R) (hu : SolvesOn V E 0 R u u')
    (hv : SolvesOn V E' 0 R v v') (hu0 : u 0 = 0) (hv0 : v 0 = 0)
    (hupos : ∀ x ∈ Ioc 0 R, 0 < u x) (hvpos : ∀ x ∈ Ioc 0 R, 0 < v x) (hE : E' < E) :
    logarithmicDerivative u u' R < logarithmicDerivative v v' R := by
  have huR : 0 < u R := hupos R ⟨hR, le_rfl⟩
  have hvR : 0 < v R := hvpos R ⟨hR, le_rfl⟩
  have key := logarithmicDerivative_identity hR.le hu hv hu0 hv0 huR.ne' hvR.ne'
  -- the overlap of two positive functions is positive
  have hI : 0 < ∫ x in (0 : ℝ)..R, u x * v x :=
    intervalIntegral.intervalIntegral_pos_of_pos_on (overlap_integrable hR.le hu hv)
      (fun x hx => mul_pos (hupos x ⟨hx.1, hx.2.le⟩) (hvpos x ⟨hx.1, hx.2.le⟩)) hR
  have hE2 : 0 < 2 * (E - E') := by linarith
  have hpos : 0 < u R * v R *
      (logarithmicDerivative v v' R - logarithmicDerivative u u' R) := by
    rw [key]
    exact mul_pos hE2 hI
  by_contra h
  nlinarith [mul_nonneg (mul_pos huR hvR).le (sub_nonneg.mpr (not_lt.mp h))]
```

A solution with no node in \((0,R]\) has one sign there by continuity, and replacing \(u\) by \(-u\) leaves \(L\) unchanged, so the positive case covers the nodeless one. Among exact solutions in the same potential that vanish at the origin and have no node in \((0,R]\), raising the trial energy therefore lowers \(L\) strictly. If the trial solution is nodeless in this sense, and the target value of \(L\) does not depend on \(E\) and is reached by another such solution, this fixes the sign of the energy correction: raise \(E\) when \(L\) is above the target, lower it when \(L\) is below. A target that itself moves with \(E\), such as the logarithmic derivative of an inward solution, is not treated. Positivity is a hypothesis. The statements compare two given exact solutions, so existence, discretisation error, complex functions and the limits \(E'\to E\) and \(R\to\infty\) are not treated.

**Q.** Different energies should mean orthogonal functions. Do they?

**A.** On \([0,R]\) only under a condition. For \(E\neq E'\) the prefactor is nonzero, so the overlap vanishes exactly when \(u(R)v'(R)=u'(R)v(R)\). The forward direction puts zero into the identity; the reverse splits a vanishing product and rejects \(2(E-E')=0\).

```lean
/-- Two solutions at different energies that vanish at the origin have zero overlap on
`[0, R]` exactly when `u(R) v'(R) = u'(R) v(R)`. -/
theorem overlap_eq_zero_iff (hR : 0 ≤ R) (hu : SolvesOn V E 0 R u u')
    (hv : SolvesOn V E' 0 R v v') (hu0 : u 0 = 0) (hv0 : v 0 = 0) (hE : E ≠ E') :
    (∫ x in (0 : ℝ)..R, u x * v x) = 0 ↔ u R * v' R = u' R * v R := by
  have key := shooting_identity hR hu hv hu0 hv0
  constructor
  · intro h
    rw [h] at key
    linarith
  · intro h
    have h0 : 2 * (E - E') * (∫ x in (0 : ℝ)..R, u x * v x) = 0 := by
      rw [key]
      linarith
    rcases mul_eq_zero.mp h0 with h1 | h1
    · exfalso
      apply hE
      linarith
    · exact h1
```

A hard wall, \(u(R)=v(R)=0\), makes both sides of the condition zero.

```lean
/-- Two solutions at different energies that vanish at both ends of `[0, R]` have zero
overlap. -/
theorem overlap_eq_zero_of_vanish_at_ends (hR : 0 ≤ R) (hu : SolvesOn V E 0 R u u')
    (hv : SolvesOn V E' 0 R v v') (hu0 : u 0 = 0) (hv0 : v 0 = 0)
    (huR : u R = 0) (hvR : v R = 0) (hE : E ≠ E') :
    (∫ x in (0 : ℝ)..R, u x * v x) = 0 :=
  (overlap_eq_zero_iff hR hu hv hu0 hv0 hE).mpr (by simp [huR, hvR])
```

**Q.** Show me functions I know that satisfy `SolvesOn`.

**A.** For \(V=0\) and real \(k\), take \(\sin kx\) with slope \(k\cos kx\). Its second derivative is \(-k^2\sin kx\), so \(E=k^2/2\).

```lean
/-- The free wave `sin (k x)`. -/
def freeWave (k x : ℝ) : ℝ := Real.sin (k * x)

/-- The function `k cos (k x)`. -/
def freeWaveSlope (k x : ℝ) : ℝ := k * Real.cos (k * x)

/-- The wave `sin (k x)` with slope `k cos (k x)` solves the equation on `[0, R]` for `V = 0`
and `E = k²/2`, and vanishes at the origin. -/
theorem freeWave_witness (k R : ℝ) :
    SolvesOn (fun _ => 0) (k ^ 2 / 2) 0 R (freeWave k) (freeWaveSlope k)
      ∧ freeWave k 0 = 0 := by
  have c1 : Continuous (fun x : ℝ => Real.sin (k * x)) := by fun_prop
  have c2 : Continuous (fun x : ℝ => k * Real.cos (k * x)) := by fun_prop
  have hk : ∀ x : ℝ, HasDerivAt (fun y : ℝ => k * y) k x :=
    fun x => ((hasDerivAt_id' x).const_mul k).congr_deriv (mul_one k)
  refine ⟨⟨c1.continuousOn, c2.continuousOn, fun x _ => ?_, fun x _ => ?_⟩, ?_⟩
  · have h : HasDerivAt (fun y : ℝ => Real.sin (k * y)) (k * Real.cos (k * x)) x :=
      (hk x).sin.congr_deriv (mul_comm _ _)
    exact h
  · have h : HasDerivAt (fun y : ℝ => k * Real.cos (k * y))
        (k * (-Real.sin (k * x) * k)) x := (hk x).cos.const_mul k
    refine ⟨k * (-Real.sin (k * x) * k), h, ?_⟩
    show -(k * (-Real.sin (k * x) * k)) / 2 + 0 * Real.sin (k * x)
      = k ^ 2 / 2 * Real.sin (k * x)
    ring
  · simp [freeWave]
```

With a second wave number \(q\), \(2(E-E')=k^2-q^2\), and the identity reads
\[ (k^2-q^2)\int_0^R\sin kx\,\sin qx\,dx=q\sin kR\cos qR-k\cos kR\sin qR . \]

```lean
/-- For free waves, `(k² - q²)` times the integral of `sin (k x) sin (q x)` over `[0, R]`
equals `q sin (k R) cos (q R) - k cos (k R) sin (q R)`. -/
theorem freeWave_overlap (k q : ℝ) (hR : 0 ≤ R) :
    (k ^ 2 - q ^ 2) * (∫ x in (0 : ℝ)..R, Real.sin (k * x) * Real.sin (q * x))
      = q * Real.sin (k * R) * Real.cos (q * R) - k * Real.cos (k * R) * Real.sin (q * R) := by
  have h := shooting_identity hR (freeWave_witness k R).1 (freeWave_witness q R).1
    (freeWave_witness k R).2 (freeWave_witness q R).2
  simp only [freeWave, freeWaveSlope] at h
  linear_combination h
```

For \(V=-1/x\), take \(u=xe^{-x}\) and \(v=(x-x^2/2)e^{-x/2}\), the unnormalised 1s and 2s reduced radial functions of hydrogen with a fixed nucleus, in atomic units; factors \(2\) and \(1/\sqrt2\) would normalise them on the half-line.

```lean
/-- The attractive Coulomb potential `-1/x`. -/
def coulomb (x : ℝ) : ℝ := -1 / x

/-- The function `x exp (-x)`. -/
def coulombFirst (x : ℝ) : ℝ := x * Real.exp (-x)

/-- The function `(1 - x) exp (-x)`. -/
def coulombFirstSlope (x : ℝ) : ℝ := (1 - x) * Real.exp (-x)

/-- The function `(x - x²/2) exp (-x/2)`. -/
def coulombSecond (x : ℝ) : ℝ := (x - x ^ 2 / 2) * Real.exp (-x / 2)

/-- The function `(1 - 3x/2 + x²/4) exp (-x/2)`. -/
def coulombSecondSlope (x : ℝ) : ℝ := (1 - 3 / 2 * x + x ^ 2 / 4) * Real.exp (-x / 2)
```

Here \(u''=(x-2)e^{-x}\), so \(-\tfrac12u''-u/x=(1-\tfrac{x}{2}-1)e^{-x}=-\tfrac12u\). Likewise \(v''=(-2+\tfrac{5x}{4}-\tfrac{x^2}{8})e^{-x/2}\) and \(v/x=(1-\tfrac{x}{2})e^{-x/2}\), so \(-\tfrac12v''-v/x=(-\tfrac{x}{8}+\tfrac{x^2}{16})e^{-x/2}=-\tfrac18v\). In the proof `hd` is the cancellation \((-1/x)\,x=-1\) at interior points, and the derivatives come from the product and chain rules.

```lean
/-- In the potential `-1/x`, the functions `x exp (-x)` and `(x - x²/2) exp (-x/2)` solve the
equation on `[0, R]` at energies `-1/2` and `-1/8`, and both vanish at the origin. -/
theorem coulomb_witness (R : ℝ) :
    SolvesOn coulomb (-1 / 2) 0 R coulombFirst coulombFirstSlope
      ∧ SolvesOn coulomb (-1 / 8) 0 R coulombSecond coulombSecondSlope
      ∧ coulombFirst 0 = 0 ∧ coulombSecond 0 = 0 := by
  have c1 : Continuous (fun x : ℝ => x * Real.exp (-x)) := by fun_prop
  have c2 : Continuous (fun x : ℝ => (1 - x) * Real.exp (-x)) := by fun_prop
  have c3 : Continuous (fun x : ℝ => (x - x ^ 2 / 2) * Real.exp (-x / 2)) := by fun_prop
  have c4 : Continuous (fun x : ℝ => (1 - 3 / 2 * x + x ^ 2 / 4) * Real.exp (-x / 2)) := by
    fun_prop
  have hn : ∀ x : ℝ, HasDerivAt (fun y : ℝ => -y) (-1) x :=
    fun x => (hasDerivAt_id' x).fun_neg
  have he : ∀ x : ℝ, HasDerivAt (fun y : ℝ => Real.exp (-y)) (Real.exp (-x) * -1) x :=
    fun x => (hn x).exp
  have he2 : ∀ x : ℝ,
      HasDerivAt (fun y : ℝ => Real.exp (-y / 2)) (Real.exp (-x / 2) * (-1 / 2)) x :=
    fun x => ((hn x).div_const 2).exp
  have hsq : ∀ x : ℝ, HasDerivAt (fun y : ℝ => y ^ 2) (2 * x) x :=
    fun x => (hasDerivAt_pow 2 x).congr_deriv (by norm_num)
  -- inside the interval the factor x cancels the singularity of the potential
  have hd : ∀ x ∈ Ioo (0 : ℝ) R, -1 / x * x = -1 := by
    intro x hx
    have hx0 : x ≠ 0 := hx.1.ne'
    field_simp
  refine ⟨⟨c1.continuousOn, c2.continuousOn, fun x _ => ?_, fun x hx => ?_⟩,
    ⟨c3.continuousOn, c4.continuousOn, fun x _ => ?_, fun x hx => ?_⟩, ?_, ?_⟩
  · have h : HasDerivAt (fun y : ℝ => y * Real.exp (-y))
        (1 * Real.exp (-x) + x * (Real.exp (-x) * -1)) x :=
      (hasDerivAt_id' x).fun_mul (he x)
    have e : 1 * Real.exp (-x) + x * (Real.exp (-x) * -1) = coulombFirstSlope x := by
      simp only [coulombFirstSlope]
      ring
    exact h.congr_deriv e
  · have h : HasDerivAt (fun y : ℝ => (1 - y) * Real.exp (-y))
        (-1 * Real.exp (-x) + (1 - x) * (Real.exp (-x) * -1)) x :=
      ((hasDerivAt_id' x).const_sub (1 : ℝ)).fun_mul (he x)
    refine ⟨_, h, ?_⟩
    simp only [coulomb, coulombFirst]
    linear_combination Real.exp (-x) * hd x hx
  · have p : HasDerivAt (fun y : ℝ => y - y ^ 2 / 2) (1 - 2 * x / 2) x :=
      (hasDerivAt_id' x).fun_sub ((hsq x).div_const 2)
    have h : HasDerivAt (fun y : ℝ => (y - y ^ 2 / 2) * Real.exp (-y / 2))
        ((1 - 2 * x / 2) * Real.exp (-x / 2)
          + (x - x ^ 2 / 2) * (Real.exp (-x / 2) * (-1 / 2))) x :=
      p.fun_mul (he2 x)
    have e : (1 - 2 * x / 2) * Real.exp (-x / 2)
        + (x - x ^ 2 / 2) * (Real.exp (-x / 2) * (-1 / 2)) = coulombSecondSlope x := by
      simp only [coulombSecondSlope]
      ring
    exact h.congr_deriv e
  · have p : HasDerivAt (fun y : ℝ => 1 - 3 / 2 * y + y ^ 2 / 4)
        (-(3 / 2 * 1) + 2 * x / 4) x :=
      (((hasDerivAt_id' x).const_mul (3 / 2 : ℝ)).const_sub (1 : ℝ)).fun_add
        ((hsq x).div_const 4)
    have h : HasDerivAt (fun y : ℝ => (1 - 3 / 2 * y + y ^ 2 / 4) * Real.exp (-y / 2))
        ((-(3 / 2 * 1) + 2 * x / 4) * Real.exp (-x / 2)
          + (1 - 3 / 2 * x + x ^ 2 / 4) * (Real.exp (-x / 2) * (-1 / 2))) x :=
      p.fun_mul (he2 x)
    refine ⟨_, h, ?_⟩
    simp only [coulomb, coulombSecond]
    linear_combination (1 - x / 2) * Real.exp (-x / 2) * hd x hx
  · simp [coulombFirst]
  · simp [coulombSecond]

end

end ShootingWronskian
```

```lean
#print axioms ShootingWronskian.wronskian_identity
#print axioms ShootingWronskian.logarithmicDerivative_lt_of_energy_gt
#print axioms ShootingWronskian.overlap_eq_zero_of_vanish_at_ends
#print axioms ShootingWronskian.freeWave_overlap
```

```
'ShootingWronskian.wronskian_identity' depends on axioms: [propext, Classical.choice, Quot.sound]
'ShootingWronskian.logarithmicDerivative_lt_of_energy_gt' depends on axioms: [propext, Classical.choice, Quot.sound]
'ShootingWronskian.overlap_eq_zero_of_vanish_at_ends' depends on axioms: [propext, Classical.choice, Quot.sound]
'ShootingWronskian.freeWave_overlap' depends on axioms: [propext, Classical.choice, Quot.sound]
```

**Q.** What if the potential changes instead of the energy?

**A.** Let \(v\) solve the equation in a potential \(\tilde V\) at the same \(E\) as \(u\). The substitution then gives \(W'=2(\tilde V-V)uv\), and when that function is integrable and \(u(0)=v(0)=0\),
\[ u(R)v'(R)-u'(R)v(R)=2\int_0^R(\tilde V-V)\,uv\,dx . \]
Lean has checked neither this variant nor the normalising factors above.
